# Polarization from two nonpolar modes: the threshold in a stable trilinear Landau model

Suppose total-energy calculations on a crystal with two nonpolar distortions have been fitted to a Landau polynomial. The next step is to decide from the coefficients whether the lowest state is polar. For a homogeneous crystal described by the six-coefficient energy below, with the first mode unstable, a nonzero trilinear coupling and the stability conditions stated below, this takes one comparison: the quadratic coefficient \(a_2\) of the second mode against a threshold set by the first mode, the coupling and the susceptibility of the polarization.

## Two modes coupled to a polarization

Let \(Q_1,Q_2\) be the amplitudes of the nonpolar modes and \(P\) the polarization. The energy is

\[
F=a_1Q_1^2+a_2Q_2^2+b_1Q_1^4+b_2Q_2^4+gPQ_1Q_2+\frac{P^2}{2\chi}.
\]

Here \(a_i,b_i\) are the quadratic and quartic coefficients of mode \(i\), \(g\) is the trilinear coupling and \(\chi\) is the dielectric susceptibility of the uncoupled polarization. The energy is taken per unit volume and \(\chi\) is polarization per electric field, so in SI units it includes the factor \(\varepsilon_0\). Taking \(\chi>0\) means that the polarization alone has no instability. We also assume \(b_1>0\) and \(\chi^2g^4<16b_1b_2\), so that the quartic terms outweigh the attraction which the coupling creates between the modes; these conditions force \(b_2>0\).

If in addition \(a_1<0\) and \(g\ne0\), global minimizers exist. Each has \(P=-\chi gQ_1Q_2\) and \(Q_1\neq0\), and

\[
P\neq0\quad\Longleftrightarrow\quad a_2<-\frac{\chi g^2a_1}{4b_1}.
\]

The threshold is positive, so the second mode can condense even when it is stable by itself.

## Eliminating the polarization

Completing the square gives

\[
gPQ_1Q_2+\frac{P^2}{2\chi}=\frac{(P+\chi gQ_1Q_2)^2}{2\chi}-\kappa Q_1^2Q_2^2,\qquad \kappa=\frac{\chi g^2}{2}.
\]

At fixed modes the minimum is at \(P=-\chi gQ_1Q_2\). What remains depends only on \(x=Q_1^2\ge0\) and \(y=Q_2^2\ge0\):

\[
f(x,y)=a_1x+a_2y+b_1x^2+b_2y^2-\kappa xy.
\]

The stability bound reads \(\kappa^2<4b_1b_2\), and the quadratic part is positive definite because

\[
4b_1(b_1s^2-\kappa st+b_2t^2)=(2b_1s-\kappa t)^2+(4b_1b_2-\kappa^2)t^2.
\]

## A minimum that may lie on the boundary

Choose \(u,v\ge0\) with \(a_1+2b_1u-\kappa v=0\). Let \(r=a_2+2b_2v-\kappa u\) be the slope in \(y\), and require \(r\ge0\) and \(rv=0\). Since \(f\) is quadratic, its expansion about \((u,v)\) is exact:

\[
f(x,y)=f(u,v)+ry+b_1(x-u)^2-\kappa(x-u)(y-v)+b_2(y-v)^2.
\]

The linear term \(r(y-v)\) has become \(ry\) because \(rv=0\). Every term after \(f(u,v)\) is nonnegative or belongs to the definite form, so the minimum is at \(x=u\), \(y=v\) and nowhere else.

**Nonpolar side.** Put \(v=0\) and \(u=-a_1/(2b_1)\). Then \(r=a_2+\chi g^2a_1/(4b_1)\), which is nonnegative exactly when \(a_2\) is at or above the threshold. Hence \(Q_2=P=0\).

**Polar side.** Setting both slopes to zero gives, with \(D=16b_1b_2-\chi^2g^4>0\),

\[
u=-\frac{8b_2a_1+2\chi g^2a_2}{D},\qquad
v=-\frac{8b_1a_2+2\chi g^2a_1}{D}.
\]

Below the threshold \(v>0\), and then \(u=(\kappa v-a_1)/(2b_1)>0\). Both modes are nonzero, and since \(g\neq0\), so is \(P\).

The curvature at the undistorted crystal alone puts the threshold in the wrong place. Along \(Q_2\) it is \(2a_2\), which suggests \(a_2<0\). The trilinear term is of third order at that point and acts on \(Q_2\) only once \(Q_1\) has condensed, so the slope must be taken at \(x=u\).

## From fitted coefficients to a polarization

Freezing in one mode at a time gives \(a_i\) and \(b_i\). The curvature in \(P\) at \(Q_1=Q_2=0\) is \(1/\chi\), and the slope in \(P\) at \(P=0\) with both modes frozen in is \(gQ_1Q_2\).

In scaled units, take \(a_1=-1\), \(b_1=b_2=\chi=1\), \(g^2=2\) and \(a_2=1/4\). The stability bound is \(4<16\) and the threshold is \(1/2\), so the state is polar. The formulas give \(Q_1^2=7/12\), \(Q_2^2=1/6\) and \(|P|=\sqrt7/6\approx0.44\), although \(a_2>0\).

## The model and its ground states in Lean

`Material` holds six real coefficients, and `Stable` holds the three stability inequalities. `IsGroundState` means a global minimizer over all real triples \((Q_1,Q_2,P)\), at zero macroscopic electric field. Ferroelectricity in which two nonpolar modes together induce the polarization is called hybrid improper. The final equivalence in `hybrid_improper_ferroelectric` uses a strict inequality, so the threshold itself belongs to the nonpolar phase.

The trilinear coupling is postulated; no crystal symmetry is analysed. The energy has no strain, no spatial variation, no \(P^4\) term and no direct biquadratic terms such as \(Q_1^2Q_2^2\) or \(P^2Q_1^2\), and temperature can enter only through the coefficients. Symmetry never forbids these biquadratic terms, because each squared amplitude is already invariant, so a fit in which they matter lies outside this result.

```lean
import Mathlib

namespace HybridImproperFerroelectric

/-- Landau coefficients of two nonpolar modes (`a₁, b₁` and `a₂, b₂`), their trilinear coupling
`g` to the polarization, and the dielectric susceptibility `χ`. -/
structure Material where
  a₁ : ℝ
  a₂ : ℝ
  b₁ : ℝ
  b₂ : ℝ
  g : ℝ
  χ : ℝ

namespace Material

/-- The Landau free energy of the mode amplitudes `Q₁, Q₂` and the polarization `P`,
for `χ ≠ 0`. -/
noncomputable def energy (M : Material) (Q₁ Q₂ P : ℝ) : ℝ :=
  M.a₁ * Q₁ ^ 2 + M.a₂ * Q₂ ^ 2 + M.b₁ * Q₁ ^ 4 + M.b₂ * Q₂ ^ 4
    + M.g * P * Q₁ * Q₂ + P ^ 2 / (2 * M.χ)

/-- A ground state is a global minimizer of the free energy. -/
def IsGroundState (M : Material) (Q₁ Q₂ P : ℝ) : Prop :=
  ∀ q₁ q₂ p, M.energy Q₁ Q₂ P ≤ M.energy q₁ q₂ p

/-- The stability conditions `b₁ > 0`, `χ > 0` and `χ² g⁴ < 16 b₁ b₂`. -/
structure Stable (M : Material) : Prop where
  b_pos : 0 < M.b₁
  χ_pos : 0 < M.χ
  bound : M.χ ^ 2 * M.g ^ 4 < 16 * M.b₁ * M.b₂

/-- The coefficient `κ = χ g² / 2`, which is the strength of the biquadratic attraction `-κ Q₁² Q₂²`
between the two modes when `χ > 0` and `g ≠ 0`. -/
noncomputable def κ (M : Material) : ℝ := M.χ * M.g ^ 2 / 2

/-- The squared amplitude of the first mode in the polar phase, for `χ² g⁴ ≠ 16 b₁ b₂`. -/
noncomputable def polarSq₁ (M : Material) : ℝ :=
  -(8 * M.b₂ * M.a₁ + 2 * M.χ * M.g ^ 2 * M.a₂) / (16 * M.b₁ * M.b₂ - M.χ ^ 2 * M.g ^ 4)

/-- The squared amplitude of the second mode in the polar phase, for `χ² g⁴ ≠ 16 b₁ b₂`. -/
noncomputable def polarSq₂ (M : Material) : ℝ :=
  -(8 * M.b₁ * M.a₂ + 2 * M.χ * M.g ^ 2 * M.a₁) / (16 * M.b₁ * M.b₂ - M.χ ^ 2 * M.g ^ 4)

variable {M : Material} {Q₁ Q₂ P : ℝ}

/-- For `χ ≠ 0`, completing the square in `P` replaces the trilinear coupling and the term
`P² / (2 χ)` by the biquadratic term `-κ Q₁² Q₂²` and a square that contains `P`. -/
theorem energy_eq (hχ : M.χ ≠ 0) (Q₁ Q₂ P : ℝ) :
    M.energy Q₁ Q₂ P = M.a₁ * Q₁ ^ 2 + M.a₂ * Q₂ ^ 2 + M.b₁ * Q₁ ^ 4 + M.b₂ * Q₂ ^ 4
      - M.κ * Q₁ ^ 2 * Q₂ ^ 2 + (P + M.χ * M.g * Q₁ * Q₂) ^ 2 / (2 * M.χ) := by
  unfold energy κ
  field_simp
  ring

/-- For `χ > 0`, the polarization of every ground state is fixed by the product of the two
mode amplitudes. -/
theorem polarization_eq (hχ : 0 < M.χ) (h : M.IsGroundState Q₁ Q₂ P) :
    P = -(M.χ * M.g * Q₁ * Q₂) := by
  have h0 := h Q₁ Q₂ (-(M.χ * M.g * Q₁ * Q₂))
  rw [energy_eq hχ.ne' Q₁ Q₂ P, energy_eq hχ.ne' Q₁ Q₂ (-(M.χ * M.g * Q₁ * Q₂))] at h0
  have hz : (-(M.χ * M.g * Q₁ * Q₂) + M.χ * M.g * Q₁ * Q₂) ^ 2 / (2 * M.χ) = 0 := by simp
  by_contra hne
  have hne' : P + M.χ * M.g * Q₁ * Q₂ ≠ 0 := fun h' => hne (by linarith)
  have : 0 < (P + M.χ * M.g * Q₁ * Q₂) ^ 2 / (2 * M.χ) := by positivity
  linarith

/-- For `b₁ > 0` and `k² < 4 b₁ b₂`, the quadratic form `b₁ s² - k s t + b₂ t²` is
positive definite. -/
theorem form_definite {b₁ b₂ k : ℝ} (hb : 0 < b₁) (hk : k ^ 2 < 4 * b₁ * b₂) (s t : ℝ) :
    0 ≤ b₁ * s ^ 2 - k * s * t + b₂ * t ^ 2 ∧
      (b₁ * s ^ 2 - k * s * t + b₂ * t ^ 2 ≤ 0 → s = 0 ∧ t = 0) := by
  have id : 4 * b₁ * (b₁ * s ^ 2 - k * s * t + b₂ * t ^ 2)
      = (2 * b₁ * s - k * t) ^ 2 + (4 * b₁ * b₂ - k ^ 2) * t ^ 2 := by ring
  have hb4 : 0 < 4 * b₁ := by linarith
  constructor
  · refine (mul_nonneg_iff_of_pos_left hb4).1 ?_
    rw [id]
    exact add_nonneg (sq_nonneg _) (mul_nonneg (sub_pos.2 hk).le (sq_nonneg _))
  · intro hq
    have h2 := mul_nonneg hb4.le (neg_nonneg.2 hq)
    have ht : t = 0 := by
      by_contra ht
      have h3 : 0 < t ^ 2 := by positivity
      have h4 := mul_pos (sub_pos.2 hk) h3
      linarith [sq_nonneg (2 * b₁ * s - k * t)]
    subst ht
    refine ⟨?_, rfl⟩
    by_contra hs
    have : 0 < b₁ * s ^ 2 := by positivity
    linarith

/-- In a stable material, let `u, v ≥ 0` be squared amplitudes at which the energy, minimized over
`P`, is stationary in `u`, and in `v` has nonnegative slope that vanishes unless `v = 0`. Then the
ground states are exactly the states with these squared amplitudes and `P = -χ g Q₁ Q₂`. -/
theorem isGroundState_iff_of_stationary (hs : M.Stable) {u v : ℝ} (hu : 0 ≤ u) (hv : 0 ≤ v)
    (h1 : M.a₁ + 2 * M.b₁ * u - M.κ * v = 0) (hr : 0 ≤ M.a₂ + 2 * M.b₂ * v - M.κ * u)
    (hc : (M.a₂ + 2 * M.b₂ * v - M.κ * u) * v = 0) :
    M.IsGroundState Q₁ Q₂ P ↔ Q₁ ^ 2 = u ∧ Q₂ ^ 2 = v ∧ P = -(M.χ * M.g * Q₁ * Q₂) := by
  have hχ := hs.χ_pos
  have hk : M.κ ^ 2 < 4 * M.b₁ * M.b₂ := by
    have : M.κ ^ 2 = M.χ ^ 2 * M.g ^ 4 / 4 := by unfold κ; ring
    linarith [hs.bound]
  -- exact expansion of the energy about the stationary amplitudes
  have gap : ∀ q₁ q₂ p, M.energy q₁ q₂ p =
      (M.a₁ * u + M.a₂ * v + M.b₁ * u ^ 2 + M.b₂ * v ^ 2 - M.κ * u * v)
      + (M.b₁ * (q₁ ^ 2 - u) ^ 2 - M.κ * (q₁ ^ 2 - u) * (q₂ ^ 2 - v) + M.b₂ * (q₂ ^ 2 - v) ^ 2)
      + (M.a₂ + 2 * M.b₂ * v - M.κ * u) * q₂ ^ 2
      + (p + M.χ * M.g * q₁ * q₂) ^ 2 / (2 * M.χ) := by
    intro q₁ q₂ p
    rw [energy_eq hχ.ne']
    linear_combination (q₁ ^ 2 - u) * h1 - hc
  have val : ∀ q₁ q₂ p, q₁ ^ 2 = u → q₂ ^ 2 = v → p = -(M.χ * M.g * q₁ * q₂) →
      M.energy q₁ q₂ p =
        M.a₁ * u + M.a₂ * v + M.b₁ * u ^ 2 + M.b₂ * v ^ 2 - M.κ * u * v := by
    intro q₁ q₂ p e1 e2 e3
    rw [gap, e1, e2, e3]
    linear_combination hc
  constructor
  · intro h
    have h0 := h (√u) (√v) (-(M.χ * M.g * √u * √v))
    rw [val _ _ _ (Real.sq_sqrt hu) (Real.sq_sqrt hv) rfl, gap] at h0
    have n1 := mul_nonneg hr (sq_nonneg Q₂)
    have n2 : 0 ≤ (P + M.χ * M.g * Q₁ * Q₂) ^ 2 / (2 * M.χ) := by positivity
    obtain ⟨e1, e2⟩ := (form_definite hs.b_pos hk (Q₁ ^ 2 - u) (Q₂ ^ 2 - v)).2 (by linarith)
    exact ⟨by linarith, by linarith, polarization_eq hχ h⟩
  · rintro ⟨e1, e2, e3⟩ q₁ q₂ p
    rw [val _ _ _ e1 e2 e3, gap]
    have n0 := (form_definite hs.b_pos hk (q₁ ^ 2 - u) (q₂ ^ 2 - v)).1
    have n1 := mul_nonneg hr (sq_nonneg q₂)
    have n2 : 0 ≤ (p + M.χ * M.g * q₁ * q₂) ^ 2 / (2 * M.χ) := by positivity
    linarith

/-- Nonpolar phase: in a stable material with `a₁ < 0` and `a₂` at or above the threshold, the
ground states are exactly those with `Q₁² = -a₁ / (2 b₁)` and `Q₂ = P = 0`. -/
theorem nonpolar_iff (hs : M.Stable) (ha : M.a₁ < 0)
    (h : -(M.χ * M.g ^ 2 * M.a₁) / (4 * M.b₁) ≤ M.a₂) :
    M.IsGroundState Q₁ Q₂ P ↔ Q₁ ^ 2 = -M.a₁ / (2 * M.b₁) ∧ Q₂ = 0 ∧ P = 0 := by
  have hb := hs.b_pos
  have hb2 : 0 < 2 * M.b₁ := by linarith
  obtain ⟨u, hu⟩ : ∃ u, u = -M.a₁ / (2 * M.b₁) := ⟨_, rfl⟩
  have hu0 : 0 ≤ u := hu ▸ (div_pos (neg_pos.2 ha) hb2).le
  have hm : u * (2 * M.b₁) = -M.a₁ := by rw [hu]; exact div_mul_cancel₀ _ hb2.ne'
  have ht : -(M.χ * M.g ^ 2 * M.a₁) / (4 * M.b₁) = M.κ * u := by
    rw [hu]; unfold κ; ring
  rw [← hu, isGroundState_iff_of_stationary hs hu0 le_rfl
    (by linear_combination hm) (by linarith) (by ring)]
  constructor
  · rintro ⟨h1, h2, h3⟩
    have h2' : Q₂ = 0 := by simpa using h2
    exact ⟨h1, h2', by simp [h3, h2']⟩
  · rintro ⟨h1, h2, h3⟩
    exact ⟨h1, by simp [h2], by simp [h2, h3]⟩

/-- In a stable material with `a₁ < 0` and `a₂` below the threshold, both `polarSq₁` and `polarSq₂`
are positive. -/
theorem polarSq_pos (hs : M.Stable) (ha : M.a₁ < 0)
    (h : M.a₂ < -(M.χ * M.g ^ 2 * M.a₁) / (4 * M.b₁)) : 0 < M.polarSq₁ ∧ 0 < M.polarSq₂ := by
  have hb := hs.b_pos
  have hχ := hs.χ_pos
  have hD := sub_pos.2 hs.bound
  rw [lt_div_iff₀ (by linarith)] at h
  refine ⟨div_pos ?_ hD, div_pos (by linarith) hD⟩
  have hg : 0 ≤ M.χ * M.g ^ 2 := by positivity
  have k1 := mul_le_mul_of_nonneg_left h.le hg
  have k2 := mul_pos hD (neg_pos.2 ha)
  by_contra hn
  have k3 := mul_nonneg hb.le (neg_nonneg.2 (not_lt.1 hn))
  linarith

/-- In a stable material with `a₁ < 0` and `a₂` below the threshold, the ground states are exactly
those with `Q₁² = polarSq₁`, `Q₂² = polarSq₂` and `P = -χ g Q₁ Q₂`. -/
theorem polar_iff (hs : M.Stable) (ha : M.a₁ < 0)
    (h : M.a₂ < -(M.χ * M.g ^ 2 * M.a₁) / (4 * M.b₁)) :
    M.IsGroundState Q₁ Q₂ P ↔
      Q₁ ^ 2 = M.polarSq₁ ∧ Q₂ ^ 2 = M.polarSq₂ ∧ P = -(M.χ * M.g * Q₁ * Q₂) := by
  obtain ⟨pu, pv⟩ := polarSq_pos hs ha h
  have hD := (sub_pos.2 hs.bound).ne'
  have hu : M.polarSq₁ * (16 * M.b₁ * M.b₂ - M.χ ^ 2 * M.g ^ 4)
      = -(8 * M.b₂ * M.a₁ + 2 * M.χ * M.g ^ 2 * M.a₂) := div_mul_cancel₀ _ hD
  have hv : M.polarSq₂ * (16 * M.b₁ * M.b₂ - M.χ ^ 2 * M.g ^ 4)
      = -(8 * M.b₁ * M.a₂ + 2 * M.χ * M.g ^ 2 * M.a₁) := div_mul_cancel₀ _ hD
  -- both stationarity conditions hold
  have s1 : M.a₁ + 2 * M.b₁ * M.polarSq₁ - M.κ * M.polarSq₂ = 0 := by
    apply mul_right_cancel₀ hD
    unfold κ
    linear_combination 2 * M.b₁ * hu - M.χ * M.g ^ 2 / 2 * hv
  have s2 : M.a₂ + 2 * M.b₂ * M.polarSq₂ - M.κ * M.polarSq₁ = 0 := by
    apply mul_right_cancel₀ hD
    unfold κ
    linear_combination 2 * M.b₂ * hv - M.χ * M.g ^ 2 / 2 * hu
  exact isGroundState_iff_of_stationary hs pu.le pv.le s1 s2.ge (by rw [s2, zero_mul])

/-- Hybrid improper ferroelectricity: a stable material with `g ≠ 0` and `a₁ < 0` has ground
states, and each has `P = -χ g Q₁ Q₂` and `Q₁ ≠ 0`, and is polar exactly when
`a₂ < -χ g² a₁ / (4 b₁)`. -/
theorem hybrid_improper_ferroelectric (hs : M.Stable) (hg : M.g ≠ 0) (ha : M.a₁ < 0) :
    (∃ Q₁ Q₂ P, M.IsGroundState Q₁ Q₂ P) ∧
      ∀ Q₁ Q₂ P, M.IsGroundState Q₁ Q₂ P →
        P = -(M.χ * M.g * Q₁ * Q₂) ∧ Q₁ ≠ 0 ∧
          (P ≠ 0 ↔ M.a₂ < -(M.χ * M.g ^ 2 * M.a₁) / (4 * M.b₁)) := by
  have hb := hs.b_pos
  rcases lt_or_ge M.a₂ (-(M.χ * M.g ^ 2 * M.a₁) / (4 * M.b₁)) with hlt | hge
  · obtain ⟨pu, pv⟩ := polarSq_pos hs ha hlt
    refine ⟨⟨√M.polarSq₁, √M.polarSq₂, _, (polar_iff hs ha hlt).2
      ⟨Real.sq_sqrt pu.le, Real.sq_sqrt pv.le, rfl⟩⟩, fun Q₁ Q₂ P h => ?_⟩
    obtain ⟨h1, h2, h3⟩ := (polar_iff hs ha hlt).1 h
    have q1 : Q₁ ≠ 0 := fun h0 => by simp [← h1, h0] at pu
    have q2 : Q₂ ≠ 0 := fun h0 => by simp [← h2, h0] at pv
    refine ⟨h3, q1, fun _ => hlt, fun _ => ?_⟩
    rw [h3]
    exact neg_ne_zero.2 (mul_ne_zero (mul_ne_zero (mul_ne_zero hs.χ_pos.ne' hg) q1) q2)
  · have pu : 0 < -M.a₁ / (2 * M.b₁) := div_pos (neg_pos.2 ha) (by linarith)
    refine ⟨⟨√(-M.a₁ / (2 * M.b₁)), 0, 0, (nonpolar_iff hs ha hge).2
      ⟨Real.sq_sqrt pu.le, rfl, rfl⟩⟩, fun Q₁ Q₂ P h => ?_⟩
    obtain ⟨h1, -, h3⟩ := (nonpolar_iff hs ha hge).1 h
    have q1 : Q₁ ≠ 0 := fun h0 => by
      rw [← h1, h0] at pu
      norm_num at pu
    exact ⟨polarization_eq hs.χ_pos h, q1, fun hp => absurd h3 hp,
      fun hl => absurd hl (not_lt_of_ge hge)⟩

/-- For `b₂ > 0`, `χ > 0` and `χ² g⁴ > 16 b₁ b₂`, the free energy is unbounded below. -/
theorem unbounded_below (hb : 0 < M.b₂) (hχ : 0 < M.χ)
    (h : 16 * M.b₁ * M.b₂ < M.χ ^ 2 * M.g ^ 4) (E : ℝ) :
    ∃ Q₁ Q₂ P, M.energy Q₁ Q₂ P < E := by
  have hκ : 0 ≤ M.κ := by unfold κ; positivity
  have hk : M.κ ^ 2 = M.χ ^ 2 * M.g ^ 4 / 4 := by unfold κ; ring
  obtain ⟨c, hc⟩ : ∃ c, c = M.b₂ * (M.κ ^ 2 - 4 * M.b₁ * M.b₂) := ⟨_, rfl⟩
  obtain ⟨L, hL⟩ : ∃ L, L = 2 * M.a₁ * M.b₂ + M.a₂ * M.κ := ⟨_, rfl⟩
  have hc0 : 0 < c := by rw [hc]; exact mul_pos hb (by linarith)
  obtain ⟨t, ht1, hct⟩ : ∃ t : ℝ, 1 ≤ t ∧ |L| + |E| + 1 ≤ c * t := by
    refine ⟨(|L| + |E| + 1) / c + 1, le_add_of_nonneg_left (by positivity), ?_⟩
    rw [mul_add, mul_div_cancel₀ _ hc0.ne']
    linarith
  have ht0 : 0 ≤ t := by linarith
  obtain ⟨q₁, h1⟩ : ∃ q : ℝ, q ^ 2 = 2 * M.b₂ * t := ⟨√_, Real.sq_sqrt (by positivity)⟩
  obtain ⟨q₂, h2⟩ : ∃ q : ℝ, q ^ 2 = M.κ * t := ⟨√_, Real.sq_sqrt (mul_nonneg hκ ht0)⟩
  refine ⟨q₁, q₂, -(M.χ * M.g * q₁ * q₂), ?_⟩
  -- along this ray the energy is a downward parabola in `t`
  have e : M.energy q₁ q₂ (-(M.χ * M.g * q₁ * q₂)) = L * t - c * t ^ 2 := by
    rw [energy_eq hχ.ne', hL, hc]
    linear_combination (M.a₁ + M.b₁ * (q₁ ^ 2 + 2 * M.b₂ * t) - M.κ * q₂ ^ 2) * h1
      + (M.a₂ + M.b₂ * (q₂ ^ 2 + M.κ * t) - M.κ * (2 * M.b₂ * t)) * h2
  have h3 : |E| + 1 ≤ c * t - L := by linarith [le_abs_self L]
  have h4 : 0 ≤ (c * t - L) * (t - 1) :=
    mul_nonneg (by linarith [abs_nonneg E]) (by linarith)
  rw [e]
  nlinarith [neg_abs_le E]

end Material

end HybridImproperFerroelectric
```

```lean
#print axioms HybridImproperFerroelectric.Material.polar_iff
#print axioms HybridImproperFerroelectric.Material.hybrid_improper_ferroelectric
#print axioms HybridImproperFerroelectric.Material.unbounded_below
```

```
'HybridImproperFerroelectric.Material.polar_iff' depends on axioms: [propext, Classical.choice, Quot.sound]
'HybridImproperFerroelectric.Material.hybrid_improper_ferroelectric' depends on axioms: [propext, Classical.choice, Quot.sound]
'HybridImproperFerroelectric.Material.unbounded_below' depends on axioms: [propext, Classical.choice, Quot.sound]
```

## From the exact expansion to the two phases

`energy_eq` completes the square, with `field_simp` and `ring` doing the algebra. `polarization_eq` compares a ground state with the state that has the same modes and the relaxed polarization; any mismatch would cost positive energy. `form_definite` uses the identity for \(4b_1\) times the quadratic form.

The central lemma is `isGroundState_iff_of_stationary`. Its hypotheses `h1`, `hr` and `hc` are the zero slope in \(x\), \(r\ge0\) and \(rv=0\). Inside it, `gap` is the exact expansion with the polarization square included, and `val` gives the energy at the claimed minimum. For one direction, a ground state is compared with the trial state with amplitudes \(\sqrt u,\sqrt v\), which forces the quadratic form to vanish. For the other, the nonnegative terms are added up.

`nonpolar_iff` and `polar_iff` apply this lemma on the two sides. In the polar case the slope equations are checked after multiplication by \(D\), and `polarSq_pos` supplies the signs of \(u\) and \(v\). The main theorem splits on the threshold with `lt_or_ge`, takes square roots to exhibit a ground state, and reads the other claims from the two characterizations, except that on the nonpolar side the formula for \(P\) comes from `polarization_eq`.

`unbounded_below` shows what happens when the bound is reversed, \(\chi^2g^4>16b_1b_2\), with \(b_2,\chi>0\). Along \(Q_1^2=2b_2t\), \(Q_2^2=\kappa t\), with \(P\) relaxed, the energy is \(Lt-ct^2\), where \(L=2a_1b_2+a_2\kappa\) and \(c=b_2(\kappa^2-4b_1b_2)>0\). It therefore falls below any given value for large \(t\).
